# The spin-3/2 Luttinger matrix as a spherical part plus a traceless cubic part

Number the cubic axes $x,y,z$ as $0,1,2$. Let $d_{ij}$ be the Kronecker delta and let $d_{ijlm}$ be 1 when all four indices agree and 0 otherwise. Setting $l=m=2$ and summing over $i=j$, the cubic symbol $d_{ii22}$ gives 1, while $d_{ii}d_{22}+2d_{i2}d_{i2}$ gives $3+2=5$. Subtracting $c$ times the second from the first leaves $1-5c$, which vanishes only for $c=1/5$.

## Tracelessness and the two couplings

For general indices define
$$T_{ijlm}=d_{ijlm}-c\,(d_{ij}d_{lm}+d_{il}d_{jm}+d_{im}d_{jl}).$$
Then $\sum_i T_{iilm}=d_{lm}-c(3+1+1)d_{lm}=(1-5c)d_{lm}$. Since $T$ is symmetric in all its indices, every other pair contracts to the same result, and $T$ is traceless exactly when $c=1/5$.

Let $k$ be a real wave vector and $J_i$ the spin-3/2 matrices in units of $\hbar$, with $\sum_i J_i^2=15/4$. Write
$$S=\sum_i k_i^2J_i^2,\qquad P=k_0k_1\{J_0,J_1\}+k_1k_2\{J_1,J_2\}+k_2k_0\{J_2,J_0\},$$
where $\{A,B\}=AB+BA$, so that $(k\cdot J)^2=S+P$. The Luttinger matrix with real parameters $g_1,g_2,g_3$ is
$$L=(g_1+\tfrac52g_2)k^2-2g_2S-2g_3P.$$

In $T_{ijlm}k_ik_jJ_lJ_m$ (repeated indices summed), the cubic symbol gives $S$, and the three delta products give $\tfrac{15}{4}k^2$, $(k\cdot J)^2$ and $(k\cdot J)^2$. At $c=1/5$, therefore,
$$\begin{aligned}
&g_1\left[(1+\tfrac54\mu)k^2-\mu(k\cdot J)^2+2\delta\,T_{ijlm}k_ik_jJ_lJ_m\right]\\
&\quad=g_1\left[(1+\tfrac54\mu-\tfrac32\delta)k^2-(\mu-\tfrac65\delta)S-(\mu+\tfrac45\delta)P\right].
\end{aligned}$$
This is $L$ with
$$g_2=g_1(\tfrac{\mu}{2}-\tfrac{3\delta}{5}),\qquad g_3=g_1(\tfrac{\mu}{2}+\tfrac{2\delta}{5}).$$
Subtraction gives $g_3-g_2=g_1\delta$, and $6g_3+4g_2=5g_1\mu$. For $g_1\neq0$,
$$\mu=\frac{6g_3+4g_2}{5g_1},\qquad \delta=\frac{g_3-g_2}{g_1}.$$

No other pair works, because $L$ fixes $g_2$ and $g_3$. With rows and columns counted from 0, $k=(0,0,1)$ gives $L_{00}=g_1+\tfrac52g_2-\tfrac92g_2=g_1-2g_2$. At $k=(1,1,0)$ the contributions to $S_{02}$ cancel and $P_{02}=-i\sqrt3$, so $L_{02}=2\sqrt3\,i\,g_3$.

In this four-band model, quadratic in $k$, $\delta$ multiplies the only term that is not invariant under every joint rotation of $k$ and $J$. At $\delta=0$ the energies depend only on $|k|$; the converse fails, since they also do so at $g_3=-g_2$.

## Tensor, spin matrices and Hamiltonian in Lean

```lean
import Mathlib

open Matrix

namespace LuttingerSphericalCubic

noncomputable section
```

The type `Fin 3` labels the axes. The parameter `c` stays free in the tensor.

```lean
/-- The Kronecker delta on the three Cartesian axes. -/
def kron (i j : Fin 3) : ℝ := if i = j then 1 else 0

/-- The cubic invariant `d_ijlm`: one if all four indices agree, zero otherwise. -/
def cubicDelta (i j l m : Fin 3) : ℝ := if i = j ∧ j = l ∧ l = m then 1 else 0

/-- The cubic invariant minus `c` times the symmetric isotropic tensor of rank four. -/
def cubicTensor (c : ℝ) (i j l m : Fin 3) : ℝ :=
  cubicDelta i j l m - c * (kron i j * kron l m + kron i l * kron j m + kron i m * kron j l)
```

The spin matrices are explicit, in the basis $J_z=3/2,1/2,-1/2,-3/2$.

```lean
/-- The spin-3/2 matrices `Jx, Jy, Jz` in the basis of decreasing `Jz`. -/
def J : Fin 3 → Matrix (Fin 4) (Fin 4) ℂ :=
  ![!![0, (√3 : ℝ) / 2, 0, 0; (√3 : ℝ) / 2, 0, 1, 0;
       0, 1, 0, (√3 : ℝ) / 2; 0, 0, (√3 : ℝ) / 2, 0],
    !![0, -Complex.I * ((√3 : ℝ) / 2), 0, 0;
       Complex.I * ((√3 : ℝ) / 2), 0, -Complex.I, 0;
       0, Complex.I, 0, -Complex.I * ((√3 : ℝ) / 2);
       0, 0, Complex.I * ((√3 : ℝ) / 2), 0],
    !![3 / 2, 0, 0, 0; 0, 1 / 2, 0, 0; 0, 0, -1 / 2, 0; 0, 0, 0, -3 / 2]]

/-- The squared length of the wave vector. -/
def kSq (k : Fin 3 → ℝ) : ℝ := ∑ i, k i ^ 2

/-- The scalar product `k·J` of the wave vector and the spin. -/
def kDotJ (k : Fin 3 → ℝ) : Matrix (Fin 4) (Fin 4) ℂ := ∑ i, k i • J i
```

The Luttinger matrix is taken as a definition, not derived from a crystal Hamiltonian. Energies are in units of $\hbar^2/2m$, with $m$ the free-electron mass, and hole energies count as positive. The components of $k$ are real numbers, so the noncommuting momenta of a magnetic field are not covered; nor are the split-off band and terms linear in $k$.

```lean
/-- The Luttinger matrix of the valence band, in units of `ħ²/2m` and with hole energies
counted positive. -/
def luttinger (g1 g2 g3 : ℝ) (k : Fin 3 → ℝ) : Matrix (Fin 4) (Fin 4) ℂ :=
  ((g1 + 5 / 2 * g2) * kSq k) • (1 : Matrix (Fin 4) (Fin 4) ℂ)
    - (2 * g2) • ∑ i, (k i ^ 2) • (J i * J i)
    - (2 * g3) • ((k 0 * k 1) • (J 0 * J 1 + J 1 * J 0)
        + (k 1 * k 2) • (J 1 * J 2 + J 2 * J 1)
        + (k 2 * k 0) • (J 2 * J 0 + J 0 * J 2))
```

The cubic term is the full fourfold sum, and `sphericalCubic` uses it at $c=1/5$.

```lean
/-- The full contraction `T_ijlm k_i k_j J_l J_m`. -/
def cubicTerm (c : ℝ) (k : Fin 3 → ℝ) : Matrix (Fin 4) (Fin 4) ℂ :=
  ∑ i, ∑ j, ∑ l, ∑ m, (cubicTensor c i j l m * (k i * k j)) • (J l * J m)

/-- The band matrix written with a spherical coupling `μ` and a cubic coupling `δ`. -/
def sphericalCubic (g1 μ δ : ℝ) (k : Fin 3 → ℝ) : Matrix (Fin 4) (Fin 4) ℂ :=
  g1 • (((1 + 5 / 4 * μ) * kSq k) • (1 : Matrix (Fin 4) (Fin 4) ℂ)
    - μ • (kDotJ k * kDotJ k) + (2 * δ) • cubicTerm (1 / 5) k)
```

## The trace condition

Exchanges of neighbouring indices generate all permutations, so the next theorem justifies testing a single contraction.

```lean
/-- The tensor is unchanged when two neighbouring indices are exchanged. -/
theorem cubicTensor_symm (c : ℝ) (i j l m : Fin 3) :
    cubicTensor c i j l m = cubicTensor c j i l m ∧
    cubicTensor c i j l m = cubicTensor c i l j m ∧
    cubicTensor c i j l m = cubicTensor c i j m l := by
  have hk : ∀ a b, kron a b = kron b a := fun a b => if_congr eq_comm rfl rfl
  have h1 : cubicDelta i j l m = cubicDelta j i l m := if_congr (by grind) rfl rfl
  have h2 : cubicDelta i j l m = cubicDelta i l j m := if_congr (by grind) rfl rfl
  have h3 : cubicDelta i j l m = cubicDelta i j m l := if_congr (by grind) rfl rfl
  unfold cubicTensor
  refine ⟨?_, ?_, ?_⟩
  · linear_combination h1 - c * kron l m * hk i j
  · linear_combination h2 - c * kron i m * hk j l
  · linear_combination h3 - c * kron i j * hk l m
```

The contraction is checked for all nine choices of `l` and `m`. The element `0 0` then forces $c=1/5$.

```lean
/-- Contracting the first two indices leaves `(1 - 5c)` times the Kronecker delta. -/
theorem cubicTensor_contract (c : ℝ) (l m : Fin 3) :
    ∑ i, cubicTensor c i i l m = (1 - 5 * c) * kron l m := by
  fin_cases l <;> fin_cases m <;>
    simp [cubicTensor, cubicDelta, kron, Fin.sum_univ_three] <;> ring

/-- The contraction of the first two indices vanishes for all `l` and `m` exactly when `c = 1/5`. -/
theorem cubicTensor_traceless_iff (c : ℝ) :
    (∀ l m, ∑ i, cubicTensor c i i l m = 0) ↔ c = 1 / 5 := by
  constructor
  · intro h
    have h0 := h 0 0
    rw [cubicTensor_contract, show kron 0 0 = 1 from if_pos rfl] at h0
    linarith
  · rintro rfl l m
    rw [cubicTensor_contract]
    ring
```

## Spin algebra and the contraction

The commutators confirm that the matrices represent angular momentum. Of the next two theorems, only the one on the total spin squared is used in later proofs. Both are checked entry by entry, with $\sqrt3^2=3$ and $i^2=-1$.

```lean
/-- The three matrices obey the angular momentum commutation relations. -/
theorem spin_comm :
    J 0 * J 1 - J 1 * J 0 = Complex.I • J 2 ∧
    J 1 * J 2 - J 2 * J 1 = Complex.I • J 0 ∧
    J 2 * J 0 - J 0 * J 2 = Complex.I • J 1 := by
  have h3 : ((√3 : ℝ) : ℂ) * ((√3 : ℝ) : ℂ) = 3 := by
    rw [← Complex.ofReal_mul, Real.mul_self_sqrt (by norm_num)]
    norm_num
  have hI := Complex.I_mul_I
  refine ⟨?_, ?_, ?_⟩ <;> ext i j <;> fin_cases i <;> fin_cases j <;>
    simp [J] <;> grind

/-- The total spin squared is `15/4`. -/
theorem spin_sq : ∑ i, J i * J i = (15 / 4 : ℝ) • (1 : Matrix (Fin 4) (Fin 4) ℂ) := by
  have h3 : ((√3 : ℝ) : ℂ) * ((√3 : ℝ) : ℂ) = 3 := by
    rw [← Complex.ofReal_mul, Real.mul_self_sqrt (by norm_num)]
    norm_num
  have hI := Complex.I_mul_I
  rw [Fin.sum_univ_three]
  ext i j
  fin_cases i <;> fin_cases j <;> simp [J] <;> grind
```

To contract the tensor, the proof replaces $15/4$ by $\sum_iJ_i^2$ and expands the sums. The tactic `module` then compares coefficients of the products $J_lJ_m$, keeping their order.

```lean
/-- The contraction of the tensor with `k k J J`, expressed through `k_i² J_i²`, `k²` and
`(k·J)²`. -/
theorem cubicTerm_eq (c : ℝ) (k : Fin 3 → ℝ) :
    cubicTerm c k = ∑ i, (k i ^ 2) • (J i * J i)
      - c • ((15 / 4 * kSq k) • (1 : Matrix (Fin 4) (Fin 4) ℂ)
        + (2 : ℝ) • (kDotJ k * kDotJ k)) := by
  -- trade the unit matrix for the total spin squared
  have h : (15 / 4 * kSq k) • (1 : Matrix (Fin 4) (Fin 4) ℂ) = kSq k • ∑ i, J i * J i := by
    rw [spin_sq, smul_smul, mul_comm]
  rw [h]
  simp [cubicTerm, cubicTensor, cubicDelta, kron, kDotJ, kSq, Fin.sum_univ_three,
    add_mul, mul_add]
  module
```

The same comparison gives the expressions for $g_2$ and $g_3$ found above.

```lean
/-- The spherical-plus-cubic form is a Luttinger matrix with `g2 = g1 (μ/2 - 3δ/5)` and
`g3 = g1 (μ/2 + 2δ/5)`. -/
theorem sphericalCubic_eq_luttinger (g1 μ δ : ℝ) (k : Fin 3 → ℝ) :
    sphericalCubic g1 μ δ k =
      luttinger g1 (g1 * (μ / 2 - 3 * δ / 5)) (g1 * (μ / 2 + 2 * δ / 5)) k := by
  unfold sphericalCubic
  rw [cubicTerm_eq]
  simp only [luttinger, kDotJ, kSq, Fin.sum_univ_three, add_mul, mul_add,
    smul_mul_assoc, mul_smul_comm]
  module
```

## Uniqueness of the couplings

The two matrix elements computed by hand appear here as `e1` and `e2`.

```lean
/-- At fixed `g1`, the Luttinger matrix as a function of `k` determines `g2` and `g3`. -/
theorem luttinger_injective {g1 a b a' b' : ℝ}
    (h : ∀ k, luttinger g1 a b k = luttinger g1 a' b' k) : a = a' ∧ b = b' := by
  -- a diagonal element for k along [001] and an off-diagonal one for k along [110]
  have e1 : ∀ x y, (luttinger g1 x y ![0, 0, 1] 0 0).re = g1 - 2 * x := by
    intro x y
    simp [luttinger, kSq, J, Fin.sum_univ_three]
    ring
  have e2 : ∀ x y, (luttinger g1 x y ![1, 1, 0] 0 2).im = 2 * √3 * y := by
    intro x y
    simp [luttinger, kSq, J, Fin.sum_univ_three]
    ring
  constructor
  · have h1 := e1 a b
    rw [h, e1] at h1
    linarith
  · have h2 := e2 a b
    rw [h, e2] at h2
    have hs : (2 * √3 : ℝ) ≠ 0 := by positivity
    exact (mul_left_cancel₀ hs h2).symm
```

The final theorem is an equivalence, with equality required at every real `k`. Its hypothesis `hg` says $g_1\neq0$; physically, $g_1$ is the mean of the heavy- and light-hole inverse masses along [001], $g_1\mp2g_2$, in units of $1/m$. The forward direction combines the conversion with injectivity; the reverse solves the linear relations for $g_2$ and $g_3$ and substitutes.

```lean
/-- For `g1 ≠ 0` the Luttinger matrix equals the spherical-plus-cubic form at every wave vector
exactly when `μ = (6 g3 + 4 g2)/(5 g1)` and `δ = (g3 - g2)/g1`. -/
theorem luttinger_eq_sphericalCubic_iff {g1 : ℝ} (hg : g1 ≠ 0) (g2 g3 μ δ : ℝ) :
    (∀ k, luttinger g1 g2 g3 k = sphericalCubic g1 μ δ k) ↔
      μ = (6 * g3 + 4 * g2) / (5 * g1) ∧ δ = (g3 - g2) / g1 := by
  constructor
  · intro h
    obtain ⟨e2, e3⟩ := luttinger_injective
      (fun k => (h k).trans (sphericalCubic_eq_luttinger g1 μ δ k))
    constructor
    · rw [eq_div_iff (mul_ne_zero (by norm_num) hg)]
      linear_combination -6 * e3 - 4 * e2
    · rw [eq_div_iff hg]
      linear_combination e2 - e3
  · rintro ⟨hμ, hδ⟩ k
    rw [eq_div_iff (mul_ne_zero (by norm_num) hg)] at hμ
    rw [eq_div_iff hg] at hδ
    -- solve the two linear relations for g2 and g3
    have e2 : g1 * (μ / 2 - 3 * δ / 5) = g2 := by
      linear_combination hμ / 10 - 3 / 5 * hδ
    have e3 : g1 * (μ / 2 + 2 * δ / 5) = g3 := by
      linear_combination hμ / 10 + 2 / 5 * hδ
    rw [sphericalCubic_eq_luttinger, e2, e3]

end

end LuttingerSphericalCubic
```

```lean
#print axioms LuttingerSphericalCubic.cubicTensor_symm
#print axioms LuttingerSphericalCubic.cubicTensor_traceless_iff
#print axioms LuttingerSphericalCubic.spin_comm
#print axioms LuttingerSphericalCubic.luttinger_eq_sphericalCubic_iff
```

```
'LuttingerSphericalCubic.cubicTensor_symm' depends on axioms: [propext, Classical.choice, Quot.sound]
'LuttingerSphericalCubic.cubicTensor_traceless_iff' depends on axioms: [propext, Classical.choice, Quot.sound]
'LuttingerSphericalCubic.spin_comm' depends on axioms: [propext, Classical.choice, Quot.sound]
'LuttingerSphericalCubic.luttinger_eq_sphericalCubic_iff' depends on axioms: [propext, Classical.choice, Quot.sound]
```
